# Three sines sharing a logarithmic derivative at the core radius give zero, one or two pseudo-wavefunctions of prescribed value, second derivative and norm

Suppose an s-wave pseudo-wavefunction inside the core radius R > 0 (often written r_c) is built from three sines,

u(r) = Σ A_i sin(q_i r), i = 0, 1, 2,

with distinct wavenumbers q_i > 0 that share the logarithmic derivative D at R:

q_i cos(q_i R) = D sin(q_i R).

Prescribe real values u(R) = v, u''(R) = w and ∫₀ᴿ u² dr = N. There is a threshold M ≥ 0, independent of N, such that no such u exists for N < M, exactly one for N = M and exactly two for N > M. M vanishes only for v = w = 0.

## Negative discriminants and two branches in a pseudopotential generator

In a norm-conserving construction that also matches the second derivative at R, u is r times the radial function, and D, v, w and N come from the all-electron orbital. For this three-sine s-wave ansatz, a negative discriminant in the equation for the amplitudes means that no solution exists; a code can then try, for example, another R, other wavenumbers or more sines. A positive one leaves two candidates, and the code needs a rule to choose between them.

## From orthogonality to a parabola

Write s_i = sin(q_i R) and n_i = ∫₀ᴿ sin²(q_i r) dr. If s_i were zero, the matching condition would make cos(q_i R) zero too, which is impossible. Hence s_i ≠ 0 and n_i > 0. Summing the matching conditions with weights A_i gives u'(R) = D u(R) for every choice of amplitudes.

For i ≠ j,

d/dr [q_j sin(q_i r) cos(q_j r) − q_i cos(q_i r) sin(q_j r)] = (q_i² − q_j²) sin(q_i r) sin(q_j r).

The bracket vanishes at 0, and at R it equals D s_i s_j − D s_i s_j = 0. The sines are therefore orthogonal on [0, R], and ∫₀ᴿ u² dr = Σ n_i A_i².

Put x_i = A_i s_i, k_i = q_i² and g_i = n_i/s_i². The conditions become

Σ x_i = v, −Σ k_i x_i = w, Σ g_i x_i² = N.

The first two describe a line x = p + t d, with

d = (k_1 − k_2, k_2 − k_0, k_0 − k_1),
p = ((−w − k_1 v)/(k_0 − k_1), (w + k_0 v)/(k_0 − k_1), 0).

With a = Σ g_i d_i² > 0 and t₀ = −Σ g_i p_i d_i / a, completing the square gives

Σ g_i x_i² = a(t − t₀)² + M, M = Σ g_i (p_i + t₀ d_i)².

The solutions are t = t₀ ± √((N − M)/a). Different t give different functions, since their difference has norm a(t − t′)² > 0. M = 0 means that the line passes through x = 0, which happens exactly when v = w = 0.

## Wavenumbers 1, 3, 5 with R = π/2

Here D = 0, s = (1, −1, 1) and every g_i = π/4. Take v = 3 and w = −35. The line is x = (1, 1, 1) + τ(2, −3, 1), with τ a rescaled and shifted t, and the norm is (π/4)(3 + 14τ²), so M = 3π/4. For N = 17π/4, τ = ±1 gives

u = 3 sin r + 2 sin 3r + 2 sin 5r,
u = −sin r − 4 sin 3r.

With y = sin² r, the first is sin r (32y² − 48y + 19), which has no node for 0 < r ≤ R. The second has one at y = 13/16. A nodeless requirement selects the first. The numbers are chosen for easy arithmetic: a normalised orbital has core norm at most 1, and dividing u, v and w by a common c > 0 divides N and M by c², which brings the example into that range without changing the count or the nodes.

## Two distinct wavenumbers are too few

Take q = (1, 1, 3) with the same R and D. Then u = a₁ sin r + a₃ sin 3r, and v and w already fix a₁ and a₃. No N admits two functions, so the count fails if two of the three wavenumbers coincide.

## The Lean file

```lean
import Mathlib

open Real (sin cos)

namespace RRKJMatching

noncomputable section

/-- The s-wave radial pseudo-wavefunction `u(r) = ∑ A_i sin(q_i r)`. -/
def pseudo {ι : Type*} [Fintype ι] (q A : ι → ℝ) (r : ℝ) : ℝ :=
  ∑ i, A i * sin (q i * r)

/-- The combinations `u` of the three sines with value `v` and second derivative `w` at the
core radius `R`, and with norm `N` inside the core. -/
def admissible (q : Fin 3 → ℝ) (R v w N : ℝ) : Set (ℝ → ℝ) :=
  {u | (∃ A, u = pseudo q A) ∧ u R = v ∧ deriv (deriv u) R = w ∧
    ∫ r in (0 : ℝ)..R, (u r) ^ 2 = N}

/-- The derivatives of the waves `sin(k r)` and `cos(k r)` with respect to the radius. -/
theorem wave_hasDerivAt (k r : ℝ) :
    HasDerivAt (fun x => sin (k * x)) (k * cos (k * r)) r ∧
    HasDerivAt (fun x => cos (k * x)) (-(k * sin (k * r))) r := by
  have h : HasDerivAt (fun x : ℝ => k * x) k r := by
    simpa using (hasDerivAt_id' r).const_mul k
  exact ⟨h.sin.congr_deriv (by ring), h.cos.congr_deriv (by ring)⟩

/-- A sine of positive wavenumber with logarithmic derivative `D` at `R > 0` has no node at `R`
and has positive norm inside the core. -/
theorem wave_nonzero {k R D : ℝ} (hR : 0 < R) (hk : 0 < k)
    (h : k * cos (k * R) = D * sin (k * R)) :
    sin (k * R) ≠ 0 ∧ 0 < ∫ r in (0 : ℝ)..R, sin (k * r) ^ 2 := by
  have hs : sin (k * R) ≠ 0 := by
    intro hs
    rw [hs, mul_zero] at h
    have hc := (mul_eq_zero.mp h).resolve_left hk.ne'
    have h1 := Real.sin_sq_add_cos_sq (k * R)
    rw [hs, hc] at h1
    norm_num at h1
  have hcont : Continuous fun r : ℝ => sin (k * r) ^ 2 := by fun_prop
  exact ⟨hs, intervalIntegral.integral_pos hR hcont.continuousOn (fun _ _ => sq_nonneg _)
    ⟨R, ⟨hR.le, le_rfl⟩, by positivity⟩⟩

/-- If every sine satisfies the matching condition at `R`, then every combination `u` of them
satisfies `u'(R) = D u(R)`. -/
theorem pseudo_matching {ι : Type*} [Fintype ι] {q : ι → ℝ} {R D : ℝ}
    (hm : ∀ i, q i * cos (q i * R) = D * sin (q i * R)) (A : ι → ℝ) :
    HasDerivAt (pseudo q A) (D * pseudo q A R) R := by
  have h := HasDerivAt.fun_sum (u := Finset.univ)
    (fun i _ => (wave_hasDerivAt (q i) R).1.const_mul (A i))
  refine HasDerivAt.congr_deriv h ?_
  simp only [pseudo, Finset.mul_sum]
  exact Finset.sum_congr rfl fun i _ => by linear_combination A i * hm i

/-- The second derivative of the pseudo-wavefunction at `R` is `-∑ q_i² A_i sin(q_i R)`. -/
theorem pseudo_curvature {ι : Type*} [Fintype ι] (q A : ι → ℝ) (R : ℝ) :
    deriv (deriv (pseudo q A)) R = -∑ i, q i ^ 2 * (A i * sin (q i * R)) := by
  have h : deriv (pseudo q A) = fun r => ∑ i, A i * (q i * cos (q i * r)) := by
    funext r
    have h1 := HasDerivAt.fun_sum (u := Finset.univ)
      (fun i _ => (wave_hasDerivAt (q i) r).1.const_mul (A i))
    exact h1.deriv
  have h2 := HasDerivAt.fun_sum (u := Finset.univ)
    (fun i _ => ((wave_hasDerivAt (q i) R).2.const_mul (q i)).const_mul (A i))
  rw [h, h2.deriv, ← Finset.sum_neg_distrib]
  exact Finset.sum_congr rfl fun i _ => by ring

/-- Two sines of distinct positive wavenumbers with the same logarithmic derivative at `R` are
orthogonal on `[0, R]`. -/
theorem wave_orthogonal {p k R D : ℝ} (hp : 0 < p) (hk : 0 < k) (hne : p ≠ k)
    (hmp : p * cos (p * R) = D * sin (p * R)) (hmk : k * cos (k * R) = D * sin (k * R)) :
    ∫ r in (0 : ℝ)..R, sin (p * r) * sin (k * r) = 0 := by
  have hpk : p ^ 2 - k ^ 2 ≠ 0 := fun h =>
    hne ((sq_eq_sq₀ hp.le hk.le).mp (sub_eq_zero.mp h))
  -- the Wronskian of the two waves is an antiderivative
  have hF : ∀ r ∈ Set.uIcc 0 R, HasDerivAt
      (fun x => k * (sin (p * x) * cos (k * x)) - p * (cos (p * x) * sin (k * x)))
      ((p ^ 2 - k ^ 2) * (sin (p * r) * sin (k * r))) r := by
    intro r _
    obtain ⟨h1, h2⟩ := wave_hasDerivAt p r
    obtain ⟨h3, h4⟩ := wave_hasDerivAt k r
    exact (((h1.fun_mul h4).const_mul k).fun_sub ((h2.fun_mul h3).const_mul p)).congr_deriv
      (by ring)
  have hcont : Continuous fun r : ℝ => (p ^ 2 - k ^ 2) * (sin (p * r) * sin (k * r)) := by
    fun_prop
  have key : (p ^ 2 - k ^ 2) * ∫ r in (0 : ℝ)..R, sin (p * r) * sin (k * r) = 0 := by
    rw [← intervalIntegral.integral_const_mul,
      intervalIntegral.integral_eq_sub_of_hasDerivAt hF (hcont.intervalIntegrable _ _)]
    simp only [mul_zero, Real.sin_zero, zero_mul, sub_zero]
    linear_combination sin (p * R) * hmk - sin (k * R) * hmp
  exact (mul_eq_zero.mp key).resolve_left hpk

/-- For distinct positive wavenumbers matched at `R`, the norm inside the core is the sum of the
norms of the separate sines, weighted by `A_i²`. -/
theorem norm_eq_sum {ι : Type*} [Fintype ι] {q : ι → ℝ} {R D : ℝ} (hq : ∀ i, 0 < q i)
    (hinj : Function.Injective q) (hm : ∀ i, q i * cos (q i * R) = D * sin (q i * R))
    (A : ι → ℝ) : ∫ r in (0 : ℝ)..R, (pseudo q A r) ^ 2 =
      ∑ i, A i ^ 2 * ∫ r in (0 : ℝ)..R, sin (q i * r) ^ 2 := by
  have hsq : ∀ r, (pseudo q A r) ^ 2 =
      ∑ i, ∑ j, (A i * A j) * (sin (q i * r) * sin (q j * r)) := by
    intro r
    simp only [pseudo, sq, Finset.sum_mul_sum]
    exact Finset.sum_congr rfl fun i _ => Finset.sum_congr rfl fun j _ => by ring
  simp only [hsq]
  rw [intervalIntegral.integral_finsetSum]
  · refine Finset.sum_congr rfl fun i _ => ?_
    rw [intervalIntegral.integral_finsetSum]
    · simp only [intervalIntegral.integral_const_mul]
      -- only the diagonal term survives
      rw [Finset.sum_eq_single i]
      · simp only [sq]
      · intro j _ hj
        rw [wave_orthogonal (hq i) (hq j) (fun h => hj (hinj h).symm) (hm i) (hm j), mul_zero]
      · exact fun h => absurd (Finset.mem_univ i) h
    · intro j _
      exact Continuous.intervalIntegrable (by fun_prop) _ _
  · intro i _
    exact Continuous.intervalIntegrable (by fun_prop) _ _

/-- If `k_0 ≠ k_1`, the conditions `∑ x_i = v` and `-∑ k_i x_i = w` on three amplitudes describe
a line. -/
theorem constraint_line (k : Fin 3 → ℝ) (hk : k 0 ≠ k 1) (v w : ℝ) :
    ∃ p d : Fin 3 → ℝ, d 2 ≠ 0 ∧ ∀ x : Fin 3 → ℝ,
      (∑ i, x i = v ∧ -∑ i, k i * x i = w) ↔ ∃ t : ℝ, ∀ i, x i = p i + t * d i := by
  have he : k 0 - k 1 ≠ 0 := sub_ne_zero.mpr hk
  refine ⟨![(-w - k 1 * v) / (k 0 - k 1), (w + k 0 * v) / (k 0 - k 1), 0],
    ![k 1 - k 2, k 2 - k 0, k 0 - k 1], he, fun x => ?_⟩
  simp only [Fin.sum_univ_three]
  constructor
  · rintro ⟨h1, h2⟩
    refine ⟨x 2 / (k 0 - k 1), fun i => ?_⟩
    fin_cases i
    · show x 0 = (-w - k 1 * v) / (k 0 - k 1) + x 2 / (k 0 - k 1) * (k 1 - k 2)
      rw [div_mul_eq_mul_div, ← add_div, eq_div_iff he]
      linear_combination -h2 - k 1 * h1
    · show x 1 = (w + k 0 * v) / (k 0 - k 1) + x 2 / (k 0 - k 1) * (k 2 - k 0)
      rw [div_mul_eq_mul_div, ← add_div, eq_div_iff he]
      linear_combination k 0 * h1 + h2
    · show x 2 = 0 + x 2 / (k 0 - k 1) * (k 0 - k 1)
      rw [zero_add, div_mul_cancel₀ _ he]
  · rintro ⟨t, ht⟩
    have h0 : x 0 = (-w - k 1 * v) / (k 0 - k 1) + t * (k 1 - k 2) := ht 0
    have h1 : x 1 = (w + k 0 * v) / (k 0 - k 1) + t * (k 2 - k 0) := ht 1
    have h2 : x 2 = 0 + t * (k 0 - k 1) := ht 2
    have hi := mul_inv_cancel₀ he
    rw [h0, h1, h2]
    simp only [div_eq_mul_inv]
    constructor
    · linear_combination v * hi
    · linear_combination w * hi

/-- An upward parabola with minimum `M` takes the value `N` at no, one or two points as
`N < M`, `N = M` or `N > M`. -/
theorem parabola_count {a : ℝ} (ha : 0 < a) (t₀ M N : ℝ) :
    (N < M → {t : ℝ | a * (t - t₀) ^ 2 + M = N}.encard = 0) ∧
    (N = M → {t : ℝ | a * (t - t₀) ^ 2 + M = N}.encard = 1) ∧
    (M < N → {t : ℝ | a * (t - t₀) ^ 2 + M = N}.encard = 2) := by
  refine ⟨fun h => ?_, fun h => ?_, fun h => ?_⟩
  · refine Set.encard_eq_zero.mpr (Set.eq_empty_iff_forall_notMem.mpr fun t ht => ?_)
    have ht' : a * (t - t₀) ^ 2 + M = N := ht
    linarith [mul_nonneg ha.le (sq_nonneg (t - t₀))]
  · refine Set.encard_eq_one.mpr ⟨t₀, Set.ext fun t => ?_⟩
    simp only [Set.mem_ofPred_eq, Set.mem_singleton_iff]
    constructor
    · intro ht
      have h1 : a * (t - t₀) ^ 2 = 0 := by linarith
      exact sub_eq_zero.mp
        ((pow_eq_zero_iff two_ne_zero).mp ((mul_eq_zero.mp h1).resolve_left ha.ne'))
    · intro ht
      rw [ht, h]
      ring
  · have hpos : 0 < (N - M) / a := div_pos (sub_pos.mpr h) ha
    obtain ⟨s, hs, hs2⟩ : ∃ s : ℝ, 0 < s ∧ a * s ^ 2 = N - M :=
      ⟨√((N - M) / a), Real.sqrt_pos.mpr hpos, by
        rw [Real.sq_sqrt hpos.le, mul_comm, div_mul_cancel₀ _ ha.ne']⟩
    refine Set.encard_eq_two.mpr ⟨t₀ + s, t₀ - s, fun h' => by linarith, Set.ext fun t => ?_⟩
    simp only [Set.mem_ofPred_eq, Set.mem_insert_iff, Set.mem_singleton_iff]
    constructor
    · intro ht
      have h1 : a * ((t - t₀ - s) * (t - t₀ + s)) = 0 := by linear_combination ht - hs2
      rcases mul_eq_zero.mp ((mul_eq_zero.mp h1).resolve_left ha.ne') with h2 | h2
      · left; linarith
      · right; linarith
    · rintro (ht | ht) <;> rw [ht] <;> linear_combination hs2

/-- For three distinct positive wavenumbers matched at `R > 0`, there is a threshold norm `M ≥ 0`,
zero only for `v = w = 0`, such that no, one or two pseudo-wavefunctions have value `v`, second
derivative `w` and core norm `N` as `N < M`, `N = M` or `N > M`. -/
theorem rrkj_count {q : Fin 3 → ℝ} {R D : ℝ} (hR : 0 < R) (hq : ∀ i, 0 < q i)
    (hinj : Function.Injective q) (hm : ∀ i, q i * cos (q i * R) = D * sin (q i * R))
    (v w : ℝ) : ∃ M : ℝ, 0 ≤ M ∧ (M = 0 ↔ v = 0 ∧ w = 0) ∧ ∀ N : ℝ,
      (N < M → (admissible q R v w N).encard = 0) ∧
      (N = M → (admissible q R v w N).encard = 1) ∧
      (M < N → (admissible q R v w N).encard = 2) := by
  have hs := fun i => (wave_nonzero hR (hq i) (hm i)).1
  have hn := fun i => (wave_nonzero hR (hq i) (hm i)).2
  obtain ⟨p, d, hd, hline⟩ := constraint_line (fun i => q i ^ 2)
    (fun h => absurd (hinj ((sq_eq_sq₀ (hq 0).le (hq 1).le).mp h)) (by decide)) v w
  obtain ⟨g, hgd⟩ : ∃ g : Fin 3 → ℝ, ∀ i, g i =
      (∫ r in (0 : ℝ)..R, sin (q i * r) ^ 2) / sin (q i * R) ^ 2 := ⟨_, fun _ => rfl⟩
  have hg : ∀ i, 0 < g i := fun i => by
    rw [hgd]
    exact div_pos (hn i) (sq_pos_of_ne_zero (hs i))
  -- complete the square of the norm along the line
  obtain ⟨a, had⟩ : ∃ a, a = ∑ i, g i * d i ^ 2 := ⟨_, rfl⟩
  have ha : 0 < a := by
    rw [had]
    exact Finset.sum_pos' (fun i _ => mul_nonneg (hg i).le (sq_nonneg _))
      ⟨2, Finset.mem_univ _, mul_pos (hg 2) (by positivity)⟩
  obtain ⟨t₀, h0⟩ : ∃ t₀, ∑ i, g i * p i * d i + t₀ * a = 0 :=
    ⟨-(∑ i, g i * p i * d i) / a, by rw [div_mul_cancel₀ _ ha.ne', add_neg_cancel]⟩
  obtain ⟨M, hM⟩ : ∃ M, M = ∑ i, g i * (p i + t₀ * d i) ^ 2 := ⟨_, rfl⟩
  have hterm : ∀ i ∈ Finset.univ, 0 ≤ g i * (p i + t₀ * d i) ^ 2 :=
    fun i _ => mul_nonneg (hg i).le (sq_nonneg _)
  have hquad : ∀ t, ∑ i, g i * (p i + t * d i) ^ 2 = a * (t - t₀) ^ 2 + M := by
    intro t
    rw [had] at h0
    rw [hM, had]
    simp only [Fin.sum_univ_three] at h0 ⊢
    linear_combination 2 * (t - t₀) * h0
  have hnorm : ∀ t, ∫ r in (0 : ℝ)..R,
      (pseudo q (fun i => (p i + t * d i) / sin (q i * R)) r) ^ 2 =
      a * (t - t₀) ^ 2 + M := by
    intro t
    rw [norm_eq_sum hq hinj hm, ← hquad]
    exact Finset.sum_congr rfl fun i _ => by rw [hgd]; ring
  have hsol : ∀ N, admissible q R v w N =
      (fun t => pseudo q (fun i => (p i + t * d i) / sin (q i * R))) ''
        {t : ℝ | a * (t - t₀) ^ 2 + M = N} := by
    intro N
    ext u
    constructor
    · rintro ⟨⟨A, rfl⟩, h1, h2, h3⟩
      rw [pseudo_curvature] at h2
      obtain ⟨t, ht⟩ := (hline (fun i => A i * sin (q i * R))).mp ⟨h1, h2⟩
      have hA : A = fun i => (p i + t * d i) / sin (q i * R) :=
        funext fun i => (eq_div_iff (hs i)).mpr (ht i)
      subst hA
      exact ⟨t, (hnorm t).symm.trans h3, rfl⟩
    · rintro ⟨t, ht, rfl⟩
      obtain ⟨h1, h2⟩ := (hline (fun i => p i + t * d i)).mpr ⟨t, fun _ => rfl⟩
      have hx : ∀ i, (p i + t * d i) / sin (q i * R) * sin (q i * R) = p i + t * d i :=
        fun i => div_mul_cancel₀ _ (hs i)
      refine ⟨⟨_, rfl⟩, ?_, ?_, (hnorm t).trans ht⟩
      · simp only [pseudo, hx]
        exact h1
      · simp only [pseudo_curvature, hx]
        exact h2
  -- orthogonality makes different points of the line different functions
  have hinjT : Function.Injective
      (fun t : ℝ => pseudo q (fun i => (p i + t * d i) / sin (q i * R))) := by
    intro t t' h
    obtain ⟨B, hB⟩ : ∃ B : Fin 3 → ℝ, ∀ i, B i = (t - t') * d i / sin (q i * R) :=
      ⟨_, fun _ => rfl⟩
    have hB0 : ∀ r, pseudo q B r = 0 := by
      intro r
      have h' := congrFun h r
      simp only [pseudo, Fin.sum_univ_three, hB] at h' ⊢
      linear_combination h'
    have hz : ∑ i, B i ^ 2 * ∫ r in (0 : ℝ)..R, sin (q i * r) ^ 2 = 0 := by
      rw [← norm_eq_sum hq hinj hm]
      simp [hB0]
    have h2 := (Finset.sum_eq_zero_iff_of_nonneg
      (fun i _ => mul_nonneg (sq_nonneg (B i)) (hn i).le)).mp hz 2 (Finset.mem_univ 2)
    have hB2 := (pow_eq_zero_iff two_ne_zero).mp ((mul_eq_zero.mp h2).resolve_right (hn 2).ne')
    rw [hB, div_eq_zero_iff] at hB2
    exact sub_eq_zero.mp ((mul_eq_zero.mp (hB2.resolve_right (hs 2))).resolve_right hd)
  refine ⟨M, hM ▸ Finset.sum_nonneg hterm, ⟨fun h => ?_, ?_⟩, fun N => ?_⟩
  · rw [hM] at h
    have hx : ∀ i, p i + t₀ * d i = 0 := fun i => (pow_eq_zero_iff two_ne_zero).mp
      ((mul_eq_zero.mp ((Finset.sum_eq_zero_iff_of_nonneg hterm).mp h i
        (Finset.mem_univ i))).resolve_left (hg i).ne')
    obtain ⟨h1, h2⟩ := (hline (fun _ => 0)).mpr ⟨t₀, fun i => (hx i).symm⟩
    exact ⟨by rw [← h1]; simp, by rw [← h2]; simp⟩
  · rintro ⟨hv, hw⟩
    obtain ⟨t, ht⟩ := (hline (fun _ => 0)).mp ⟨by simp [hv], by simp [hw]⟩
    have hz : ∑ i, g i * (p i + t * d i) ^ 2 = 0 :=
      Finset.sum_eq_zero fun i _ => by rw [← ht i]; simp
    have h1 := hquad t
    have h2 : 0 ≤ M := hM ▸ Finset.sum_nonneg hterm
    linarith [mul_nonneg ha.le (sq_nonneg (t - t₀))]
  · rw [hsol N, hinjT.encard_image]
    exact parabola_count ha t₀ M N

/-- The wavenumbers 1, 3, 5 are positive, distinct and matched at `R = π/2` with `D = 0`. -/
theorem matching_witness :
    (∀ i : Fin 3, (0 : ℝ) < 2 * (i : ℕ) + 1) ∧
    Function.Injective (fun i : Fin 3 => (2 * (i : ℕ) + 1 : ℝ)) ∧
    ∀ i : Fin 3, (2 * (i : ℕ) + 1 : ℝ) * cos ((2 * (i : ℕ) + 1) * (Real.pi / 2)) =
      0 * sin ((2 * (i : ℕ) + 1) * (Real.pi / 2)) := by
  refine ⟨fun i => by positivity, fun i j h => ?_, fun i => ?_⟩
  · have h1 : (2 * (i : ℕ) + 1 : ℝ) = 2 * (j : ℕ) + 1 := h
    have h2 : ((i : ℕ) : ℝ) = (j : ℕ) := by linarith
    exact Fin.ext (Nat.cast_injective h2)
  · have hc : cos ((2 * (i : ℕ) + 1) * (Real.pi / 2)) = 0 :=
      Real.cos_eq_zero_iff.mpr ⟨((i : ℕ) : ℤ), by push_cast; ring⟩
    rw [hc, mul_zero, zero_mul]

end

end RRKJMatching
```

```lean
#print axioms RRKJMatching.pseudo_matching
#print axioms RRKJMatching.rrkj_count
```

```
'RRKJMatching.pseudo_matching' depends on axioms: [propext, Classical.choice, Quot.sound]
'RRKJMatching.rrkj_count' depends on axioms: [propext, Classical.choice, Quot.sound]
```

## Exact counts, with the choice of branch left open

In `rrkj_count`, `q : Fin 3 → ℝ` holds the wavenumbers, `hq` and `hinj` make them positive and distinct, and `hm` is the matching condition. `admissible` collects functions, not amplitude lists, using Mathlib's derivative and integral; `encard` counts them. M is chosen before N. The theorem states that M exists; its formula appears only inside the proof.

- `wave_nonzero` shows that none of the single sines vanishes at R, and `pseudo_matching` gives u'(R) = D u(R).
- `wave_orthogonal` uses the bracket above, differentiated with `wave_hasDerivAt`, as an antiderivative; `norm_eq_sum` then keeps only the diagonal terms.
- `pseudo_curvature` and `constraint_line` produce the line, and `parabola_count` counts the roots.
- In `rrkj_count`, `hquad` completes the square, `hsol` identifies `admissible` with the image of the roots, and `hinjT` shows that no two roots give the same function.
- `matching_witness` confirms the wavenumbers of the example.

Nothing in the hypotheses ties v, w, N and D to an actual all-electron orbital, so whether its norm reaches M must be checked case by case. The theorem is silent on nodes, higher angular momenta and rounding, and on the kinetic-energy optimisation for which the Rappe-Rabe-Kaxiras-Joannopoulos scheme is known.
